# The Rescaled Kinetic Eigenbasis Turns the Matrix Modified Dirac Equation into an Ordinary Eigenvalue Problem

Let $T=U\,\mathrm{diag}(t)\,U^{T}$ be a kinetic matrix in a finite real orthonormal basis, with $U$ orthogonal, all $t_i>0$, $p_i=\sqrt{2t_i}$ and speed of light $c>0$, in units with $\hbar=m=1$ and with energies measured from the rest energy $c^2$: the change of basis $K=\mathrm{diag}(U,\,U\,\mathrm{diag}(2c/p))$ turns the metric of the modified Dirac equation into the identity and leaves its large and small components coupled only through the diagonal matrix $\mathrm{diag}(cp)$. With the potentials removed, the transformed matrix has characteristic polynomial $\prod_i(x^2+2c^2x-c^2p_i^2)$.

```lean
import Mathlib

open Matrix Polynomial

namespace DKHMatrixImplementation

noncomputable section

variable {n : Type*} [Fintype n] [DecidableEq n]

/-- The kinetic-energy matrix `T = U diag(t) Uᵀ`. -/
def kinetic (U : Matrix n n ℝ) (t : n → ℝ) : Matrix n n ℝ := U * diagonal t * Uᵀ

/-- The momenta `pᵢ = √(2 tᵢ)` belonging to kinetic energies `tᵢ ≥ 0`. -/
def momentum (t : n → ℝ) (i : n) : ℝ := √(2 * t i)

/-- The metric `diag(1, T/(2c²))` of the modified Dirac equation, for `c ≠ 0`. -/
def metric (c : ℝ) (T : Matrix n n ℝ) : Matrix (n ⊕ n) (n ⊕ n) ℝ :=
  fromBlocks 1 0 0 ((1 / (2 * c ^ 2)) • T)

/-- The modified Dirac matrix `[[V, T], [T, W/(4c²) - T]]`, for `c ≠ 0`. -/
def diracMatrix (c : ℝ) (T V W : Matrix n n ℝ) : Matrix (n ⊕ n) (n ⊕ n) ℝ :=
  fromBlocks V T T ((1 / (4 * c ^ 2)) • W - T)

/-- The change of basis `diag(U, U diag(2c/p))`, for nonzero momenta. -/
def dkhBasis (c : ℝ) (U : Matrix n n ℝ) (t : n → ℝ) : Matrix (n ⊕ n) (n ⊕ n) ℝ :=
  fromBlocks U 0 0 (U * diagonal (fun i => 2 * c / momentum t i))

/-- The Dirac matrix in momentum space, `[[V, cp], [cp, p⁻¹ W p⁻¹ - 2c²]]`,
for nonzero momenta. -/
def momentumDirac (c : ℝ) (p : n → ℝ) (V W : Matrix n n ℝ) : Matrix (n ⊕ n) (n ⊕ n) ℝ :=
  fromBlocks V (diagonal fun i => c * p i) (diagonal fun i => c * p i)
    (diagonal (fun i => 1 / p i) * W * diagonal (fun i => 1 / p i) - (2 * c ^ 2) • 1)

/-- A block-diagonal change of basis acts on each block of a matrix separately. -/
theorem block_congruence (P Q A B C D : Matrix n n ℝ) :
    (fromBlocks P 0 0 Q)ᵀ * fromBlocks A B C D * fromBlocks P 0 0 Q =
      fromBlocks (Pᵀ * A * P) (Pᵀ * B * Q) (Qᵀ * C * P) (Qᵀ * D * Q) := by
  simp [fromBlocks_transpose, fromBlocks_multiply]

/-- For orthogonal `U`, the kinetic matrix is diagonal in the basis `U`. -/
theorem kinetic_diagonal {U : Matrix n n ℝ} (hU : Uᵀ * U = 1) (t : n → ℝ) :
    Uᵀ * kinetic U t * U = diagonal t := by
  calc Uᵀ * kinetic U t * U = (Uᵀ * U) * diagonal t * (Uᵀ * U) := by
        simp only [kinetic, Matrix.mul_assoc]
    _ = diagonal t := by rw [hU, Matrix.one_mul, Matrix.mul_one]

/-- For orthogonal `U`, positive kinetic energies and `c > 0`, the change of basis turns
the metric into the identity. -/
theorem metric_congruence {U : Matrix n n ℝ} {t : n → ℝ} {c : ℝ}
    (hU : Uᵀ * U = 1) (ht : ∀ i, 0 < t i) (hc : 0 < c) :
    (dkhBasis c U t)ᵀ * metric c (kinetic U t) * dkhBasis c U t = 1 := by
  have key : ∀ i, 2 * c / momentum t i * (1 / (2 * c ^ 2) * t i) *
      (2 * c / momentum t i) = 1 := by
    intro i
    have hp : momentum t i ≠ 0 := (Real.sqrt_pos.2 (by linarith [ht i])).ne'
    have hp2 : momentum t i ^ 2 = 2 * t i := Real.sq_sqrt (by linarith [ht i])
    have hti : t i = momentum t i ^ 2 / 2 := by linarith
    rw [hti]
    field_simp
  -- the small-component block carries the factor `(2c/p)² t/(2c²) = 1`
  have h22 : (U * diagonal (fun i => 2 * c / momentum t i))ᵀ *
      ((1 / (2 * c ^ 2)) • kinetic U t) *
      (U * diagonal (fun i => 2 * c / momentum t i)) = 1 := by
    calc _ = diagonal (fun i => 2 * c / momentum t i) *
          ((1 / (2 * c ^ 2)) • (Uᵀ * kinetic U t * U)) *
          diagonal (fun i => 2 * c / momentum t i) := by
          simp only [transpose_mul, diagonal_transpose, Matrix.mul_assoc,
            Matrix.mul_smul, Matrix.smul_mul]
      _ = 1 := by
          rw [kinetic_diagonal hU, ← diagonal_smul, diagonal_mul_diagonal,
            diagonal_mul_diagonal]
          exact (congrArg diagonal (funext fun i => key i)).trans diagonal_one
  rw [dkhBasis, metric, block_congruence, h22]
  simp [hU]

/-- For orthogonal `U`, positive kinetic energies and `c > 0`, the same change of basis turns
the modified Dirac matrix into its momentum-space form. -/
theorem dirac_congruence {U : Matrix n n ℝ} {t : n → ℝ} {c : ℝ}
    (hU : Uᵀ * U = 1) (ht : ∀ i, 0 < t i) (hc : 0 < c) (V W : Matrix n n ℝ) :
    (dkhBasis c U t)ᵀ * diracMatrix c (kinetic U t) V W * dkhBasis c U t =
      momentumDirac c (momentum t) (Uᵀ * V * U) (Uᵀ * W * U) := by
  have hp : ∀ i, momentum t i ≠ 0 := fun i => (Real.sqrt_pos.2 (by linarith [ht i])).ne'
  have hti : ∀ i, t i = momentum t i ^ 2 / 2 := by
    intro i
    have hp2 : momentum t i ^ 2 = 2 * t i := Real.sq_sqrt (by linarith [ht i])
    linarith
  rw [dkhBasis, diracMatrix, block_congruence, momentumDirac]
  refine fromBlocks_inj.2 ⟨rfl, ?_, ?_, ?_⟩
  · -- the coupling `t (2c/p) = c p`
    rw [← Matrix.mul_assoc, kinetic_diagonal hU, diagonal_mul_diagonal]
    refine congrArg diagonal (funext fun i => ?_)
    have := hp i
    rw [hti i]
    field_simp
  · rw [transpose_mul, diagonal_transpose, Matrix.mul_assoc, Matrix.mul_assoc,
      ← Matrix.mul_assoc Uᵀ, kinetic_diagonal hU, diagonal_mul_diagonal]
    refine congrArg diagonal (funext fun i => ?_)
    have := hp i
    rw [hti i]
    field_simp
  · -- the small-component block, entry by entry
    calc _ = diagonal (fun i => 2 * c / momentum t i) *
          ((1 / (4 * c ^ 2)) • (Uᵀ * W * U) - Uᵀ * kinetic U t * U) *
          diagonal (fun i => 2 * c / momentum t i) := by
          simp only [transpose_mul, diagonal_transpose, Matrix.mul_assoc,
            Matrix.mul_smul, Matrix.smul_mul, Matrix.mul_sub, Matrix.sub_mul]
      _ = _ := by
          rw [kinetic_diagonal hU]
          generalize Uᵀ * W * U = W'
          ext i j
          have hi := hp i
          have hj := hp j
          simp only [mul_diagonal, diagonal_mul, Matrix.sub_apply, Matrix.smul_apply,
            smul_eq_mul]
          by_cases hij : i = j
          · subst hij
            rw [diagonal_apply_eq, one_apply_eq, hti i]
            field_simp
            ring
          · rw [diagonal_apply_ne _ hij, one_apply_ne hij]
            field_simp
            ring

/-- For orthogonal `U`, positive kinetic energies and `c > 0`, `y` solves the momentum-space
eigenvalue equation at energy `E` exactly when its image in the original basis solves the
modified Dirac equation with its metric. -/
theorem eigen_equation_iff {U : Matrix n n ℝ} {t : n → ℝ} {c : ℝ}
    (hU : Uᵀ * U = 1) (ht : ∀ i, 0 < t i) (hc : 0 < c) (V W : Matrix n n ℝ)
    (E : ℝ) (y : n ⊕ n → ℝ) :
    diracMatrix c (kinetic U t) V W *ᵥ (dkhBasis c U t *ᵥ y) =
        E • (metric c (kinetic U t) *ᵥ (dkhBasis c U t *ᵥ y)) ↔
      momentumDirac c (momentum t) (Uᵀ * V * U) (Uᵀ * W * U) *ᵥ y = E • y := by
  have hN := metric_congruence hU ht hc
  have hM := dirac_congruence hU ht hc V W
  generalize dkhBasis c U t = K at hN hM ⊢
  generalize metric c (kinetic U t) = N at hN ⊢
  generalize diracMatrix c (kinetic U t) V W = M at hM ⊢
  constructor
  · intro h
    have h' := congrArg (fun v => Kᵀ *ᵥ v) h
    simp only [mulVec_smul, mulVec_mulVec, ← Matrix.mul_assoc] at h'
    rwa [hM, hN, one_mulVec] at h'
  · intro h
    -- the metric identity supplies the inverse of `Kᵀ`
    have hinv : N * K * Kᵀ = 1 := mul_eq_one_comm.1 (by rw [← Matrix.mul_assoc, hN])
    calc M *ᵥ (K *ᵥ y) = (N * K * Kᵀ) *ᵥ (M *ᵥ (K *ᵥ y)) := by rw [hinv, one_mulVec]
      _ = (N * K) *ᵥ ((Kᵀ * M * K) *ᵥ y) := by simp only [mulVec_mulVec, Matrix.mul_assoc]
      _ = E • (N *ᵥ (K *ᵥ y)) := by rw [hM, h, mulVec_smul, mulVec_mulVec]

/-- The determinant of a two-by-two block matrix with diagonal blocks, equal off-diagonal
blocks and nonzero lower diagonal entries is a product of two-by-two determinants. -/
theorem det_diagonal_blocks {R : Type*} [CommRing R] [IsDomain R] (a b d : n → R)
    (hd : ∀ i, d i ≠ 0) :
    (fromBlocks (diagonal a) (diagonal b) (diagonal b) (diagonal d)).det =
      ∏ i, (a i * d i - b i ^ 2) := by
  -- a lower triangular factor removes the lower left block
  have h : fromBlocks (diagonal a) (diagonal b) (diagonal b) (diagonal d) *
      fromBlocks (diagonal d) 0 (-diagonal b) 1 =
      fromBlocks (diagonal fun i => a i * d i - b i ^ 2) (diagonal b) 0 (diagonal d) := by
    refine Matrix.ext fun i j => ?_
    rcases i with i | i <;> rcases j with j | j <;> by_cases hij : i = j <;>
      simp [fromBlocks_multiply, hij] <;> ring
  have h' := congrArg Matrix.det h
  rw [det_mul, det_fromBlocks_zero₁₂, det_fromBlocks_zero₂₁, det_one, mul_one,
    det_diagonal, det_diagonal] at h'
  exact mul_right_cancel₀ (Finset.prod_ne_zero_iff.2 fun i _ => hd i) h'

/-- The free momentum-space Dirac matrix has characteristic polynomial
`∏ᵢ (x² + 2c² x - c² pᵢ²)`. -/
theorem free_charpoly (c : ℝ) (p : n → ℝ) :
    (momentumDirac c p 0 0).charpoly =
      ∏ i, (X ^ 2 + C (2 * c ^ 2) * X - C (c ^ 2 * p i ^ 2)) := by
  have h : charmatrix (momentumDirac c p 0 0) =
      fromBlocks (diagonal fun _ => X) (diagonal fun i => -C (c * p i))
        (diagonal fun i => -C (c * p i)) (diagonal fun _ => X + C (2 * c ^ 2)) := by
    refine Matrix.ext fun i j => ?_
    rcases i with i | i <;> rcases j with j | j <;> by_cases hij : i = j <;>
      simp [momentumDirac, diagonal_apply, one_apply, hij]
  rw [Matrix.charpoly, h, det_diagonal_blocks _ _ _ (fun _ => X_add_C_ne_zero _)]
  refine Finset.prod_congr rfl fun i _ => ?_
  simp only [Polynomial.C_mul, Polynomial.C_pow]
  ring

end

end DKHMatrixImplementation
```

```lean
#print axioms DKHMatrixImplementation.eigen_equation_iff
-- 'DKHMatrixImplementation.eigen_equation_iff' depends on axioms: [propext, Classical.choice, Quot.sound]
#print axioms DKHMatrixImplementation.free_charpoly
-- 'DKHMatrixImplementation.free_charpoly' depends on axioms: [propext, Classical.choice, Quot.sound]
```

## From the Dirac equation to two block matrices

In units with $\hbar=m=1$, and with energies measured from the rest energy $c^2$, the Dirac equation for a large component $\varphi$ and a small component $\chi$ reads

$$V\varphi+c\,(\sigma\cdot p)\chi=E\varphi,\qquad c\,(\sigma\cdot p)\varphi+(V-2c^2)\chi=E\chi .$$

Here $p$ is the momentum operator and $\sigma$ the vector of Pauli matrices. Write $\chi=(\sigma\cdot p)\tilde\varphi/(2c)$ and multiply the second equation from the left by $(\sigma\cdot p)/(2c)$. Since $(\sigma\cdot p)^2=p^2=2T$, the pair becomes

$$V\varphi+T\tilde\varphi=E\varphi,\qquad T\varphi+\left(\frac{W}{4c^2}-T\right)\tilde\varphi=E\,\frac{T}{2c^2}\,\tilde\varphi,$$

with $W=(\sigma\cdot p)V(\sigma\cdot p)$. Keeping only the spin-free part $p\cdot Vp$ of $W$ gives the scalar-relativistic version, for which real matrices suffice in a real basis.

From here on the symbols stand for matrices, and $p_i$ for the numbers $\sqrt{2t_i}$. The equation is $Mx=ENx$ with

$$M=\begin{pmatrix}V&T\\T&W/(4c^2)-T\end{pmatrix},\qquad N=\begin{pmatrix}1&0\\0&T/(2c^2)\end{pmatrix}.$$

These are `diracMatrix` and `metric`. The index type `n ⊕ n` holds the large-component coefficients on the left and those of $\tilde\varphi$ on the right. The upper identity block of `metric` encodes the orthonormal basis; a basis with a general overlap matrix has to be orthogonalised before the theorems apply.

## What the Lean statements cover

`kinetic U t` is $T$, `momentum t i` is $p_i$ and `dkhBasis c U t` is $K$. The target matrix `momentumDirac c p V W` is defined by its own blocks, without reference to $K$. Its arguments `V` and `W` are matrices already expressed in the kinetic eigenbasis, so the theorems supply $U^TVU$ and $U^TWU$.

The first three main results, `metric_congruence`, `dirac_congruence` and `eigen_equation_iff`, share three hypotheses:

- `hU : Uᵀ * U = 1` makes the square matrix $U$ orthogonal.
- `ht` requires every $t_i$ to be positive. Physically, no nonzero combination of basis functions has zero kinetic energy. This holds for linearly independent, square-integrable orbitals in unbounded space, but fails in a periodic cell when the basis can represent a constant function.
- `hc` says that the speed of light is positive.

$V$ and $W$ are arbitrary real matrices. Neither symmetry nor the relation of $W$ to $V$ is assumed, so the results hold whatever approximation was used to compute $W$. The fourth result, `free_charpoly`, sets both potential matrices to zero and needs no condition on $c$ or $p$; the reciprocals $1/p_i$ then multiply a zero matrix and have no effect.

For a finite, orthonormal, real basis, this is the representation in which a matrix Douglas–Kroll–Hess (DKH) transformation can start: the free-particle part splits into $2\times2$ problems, one for each $p_i$. The decoupling transformations that follow in a DKH scheme, and the errors due to truncating them, are not treated.

## Rotation and rescaling, block by block

A block-diagonal change of basis $\mathrm{diag}(P,Q)$ sends blocks $A,B,C,D$ to $P^TAP$, $P^TBQ$, $Q^TCP$, $Q^TDQ$. This is `block_congruence`, obtained by multiplying out. Here $P=U$ and $Q=U\,\mathrm{diag}(2c/p)$. The lemma `kinetic_diagonal` supplies

$$U^TTU=(U^TU)\,\mathrm{diag}(t)\,(U^TU)=\mathrm{diag}(t),$$

and the definition of $p_i$ gives $t_i=p_i^2/2$.

For the metric, the upper block is $U^TU=1$. The lower block is diagonal with entries

$$\frac{2c}{p_i}\cdot\frac{t_i}{2c^2}\cdot\frac{2c}{p_i}=\frac{2t_i}{p_i^2}=1 .$$

In the proof of `metric_congruence`, `key` is this scalar identity and `h22` lifts it to the whole block. The factor $2c/p_i$ therefore normalises each small-component basis vector in the metric.

For the Dirac matrix, the upper left block is $U^TVU$. Both off-diagonal blocks are diagonal, with entries

$$t_i\,\frac{2c}{p_i}=cp_i .$$

With $W'=U^TWU$ and $\delta_{ij}$ the Kronecker delta, the lower right block has entries

$$\frac{2c}{p_i}\left(\frac{W'_{ij}}{4c^2}-t_i\delta_{ij}\right)\frac{2c}{p_j}=\frac{W'_{ij}}{p_ip_j}-2c^2\delta_{ij}.$$

Together these give

$$K^TMK=\begin{pmatrix}U^TVU&\mathrm{diag}(cp)\\\mathrm{diag}(cp)&p^{-1}U^TWU\,p^{-1}-2c^2\end{pmatrix},$$

where $p^{-1}$ stands for $\mathrm{diag}(1/p)$. The proof of `dirac_congruence` compares the four blocks in turn. In the last one it separates $i=j$ from $i\neq j$, because the kinetic term contributes only on the diagonal, and `field_simp` clears the denominators using $p_i\neq0$.

## Why the eigenvalue equations agree

Write $M'=K^TMK$ for the transformed matrix. The theorem `eigen_equation_iff` states that, for every real $E$ and every vector $y$,

$$M(Ky)=E\,N(Ky)\quad\Longleftrightarrow\quad M'y=Ey .$$

From left to right, multiply by $K^T$ and use $K^TNK=1$. For the converse, the same identity shows that the square matrix $K^T$ has the right inverse $NK$, which is then also its left inverse: $NKK^T=1$. Hence, if $M'y=Ey$,

$$MKy=(NKK^T)MKy=NK(M'y)=E\,NKy .$$

In Lean, `mul_eq_one_comm` exchanges the two sides of the inverse, and the `calc` block is this chain of equalities.

The theorem also allows $y=0$, for which both equations hold trivially. Since $K$ is invertible, nonzero $y$ correspond to nonzero $Ky$, and every vector $x$ of the original problem has the form $Ky$ with $y=K^TNx$. A program can thus solve the ordinary problem and obtain the original coefficients by multiplying with $K$.

## The free matrix as a product of two-by-two problems

With $V=W=0$, the characteristic matrix $x\,1-M'$, where $x$ is now the polynomial variable, has four diagonal blocks, with entries $x$, $-cp_i$, $-cp_i$ and $x+2c^2$. The lemma `det_diagonal_blocks` evaluates such a determinant. For diagonal matrices $A,B,D$ with entries $a_i,b_i,d_i$,

$$\begin{pmatrix}A&B\\B&D\end{pmatrix}\begin{pmatrix}D&0\\-B&1\end{pmatrix}=\begin{pmatrix}AD-B^2&B\\0&D\end{pmatrix},$$

because diagonal matrices commute. Taking determinants gives

$$\det\begin{pmatrix}A&B\\B&D\end{pmatrix}\prod_i d_i=\prod_i(a_id_i-b_i^2)\prod_i d_i ,$$

and the common factor cancels when every $d_i$ is nonzero.

The lemma is stated over a general integral domain because it is applied to polynomials. There $d_i=x+2c^2$ is a nonzero polynomial, even though it vanishes at the number $x=-2c^2$, so the cancellation is valid without treating that point separately. In `free_charpoly`, the intermediate statement `h` identifies the four blocks of the characteristic matrix, and the lemma then gives

$$\prod_i\left[x(x+2c^2)-(cp_i)^2\right]=\prod_i\left(x^2+2c^2x-c^2p_i^2\right).$$

Solving each quadratic, a step that the file leaves to the reader, yields

$$x=-c^2\pm\sqrt{c^4+c^2p_i^2}.$$

The upper sign is the relativistic kinetic energy of a free particle with momentum $p_i$, and the lower sign gives its negative-energy partner, at or below $-2c^2$. In a finite basis the $p_i$ come from the eigenvalues of the kinetic matrix, so these are the free-particle energies of the basis-set model and not the full continuum.
